# The axial polarizability of two atoms with positive polarizabilities, coupled as point dipoles, diverges at a critical distance and is negative below it

Two atoms with fixed positive polarizabilities a and b are coupled as point dipoles along their common axis, with coupling t = 2/R³ at distance R and no short-range damping. The polarizability of the pair along the axis is taken to be (a + b + 2tab)/(1 − t²ab). The theorem says that it tends to +∞ as R decreases to the critical distance (4ab)^(1/6), and that it is negative at every shorter positive distance. For the divergence, the attempt shows that the numerator tends to a positive limit while the denominator tends to zero through positive values. For the shorter distances, it shows that the numerator is positive and the denominator negative.

The first attempt, which Lean rejects:

```lean
import Mathlib

open Filter Topology

namespace PolarizabilityCatastrophe

noncomputable section

/-- The polarizability of the coupled pair along its axis, for `t² a b ≠ 1`. -/
def pairPolarizability (a b t : ℝ) : ℝ :=
  (a + b + 2 * t * a * b) / (1 - t ^ 2 * a * b)

/-- The coupling of two point dipoles along their common axis at distance `R ≠ 0`. -/
def axialCoupling (R : ℝ) : ℝ := 2 / R ^ 3

/-- The distance whose sixth power is `4 a b`, for positive polarizabilities `a` and `b`. -/
def criticalDistance (a b : ℝ) : ℝ := (4 * a * b) ^ (1 / 6 : ℝ)

/-- For point dipoles the quantity `t² a b` equals `4 a b / R⁶`. -/
theorem axialCoupling_sq (a b R : ℝ) :
    axialCoupling R ^ 2 * a * b = 4 * a * b / R ^ 6 := by
  unfold axialCoupling
  ring

/-- For positive polarizabilities the critical distance is positive and its sixth power
is `4 a b`. -/
theorem criticalDistance_spec {a b : ℝ} (ha : 0 < a) (hb : 0 < b) :
    0 < criticalDistance a b ∧ criticalDistance a b ^ 6 = 4 * a * b := by
  have h : 0 < 4 * a * b := by positivity
  refine ⟨Real.rpow_pos_of_pos h _, ?_⟩
  unfold criticalDistance
  rw [← Real.rpow_natCast, ← Real.rpow_mul h.le]
  norm_num

/-- Polarizability catastrophe: for two atoms of positive polarizability coupled as point
dipoles, the pair polarizability tends to `+∞` as `R` decreases to the critical distance,
and it is negative at every shorter positive distance. -/
theorem polarizability_catastrophe {a b : ℝ} (ha : 0 < a) (hb : 0 < b) :
    Tendsto (fun R => pairPolarizability a b (axialCoupling R))
      (𝓝[>] criticalDistance a b) atTop ∧
    ∀ R, 0 < R → R < criticalDistance a b →
      pairPolarizability a b (axialCoupling R) < 0 := by
  obtain ⟨hc, hc6⟩ := criticalDistance_spec ha hb
  have hab : 0 < 4 * a * b := by positivity
  have hnum : ∀ R, 0 < R → 0 < a + b + 2 * axialCoupling R * a * b := by
    intro R hR
    unfold axialCoupling
    positivity
  constructor
  · have hcont : ContinuousAt axialCoupling (criticalDistance a b) :=
      continuousAt_const.div (continuousAt_id.pow 3) (pow_pos hc 3).ne'
    have ht : Tendsto axialCoupling (𝓝[>] criticalDistance a b)
        (𝓝 (axialCoupling (criticalDistance a b))) :=
      hcont.tendsto.mono_left nhdsWithin_le_nhds
    have hN := (((ht.const_mul 2).mul_const a).mul_const b).const_add (a + b)
    -- the denominator tends to zero through positive values
    have hD : Tendsto (fun R => 1 - axialCoupling R ^ 2 * a * b)
        (𝓝[>] criticalDistance a b) (𝓝[>] 0) := by
      refine tendsto_nhdsWithin_iff.2 ⟨?_, ?_⟩
      · have h := (((ht.pow 2).mul_const a).mul_const b).const_sub 1
        rw [axialCoupling_sq, hc6, div_self hab.ne', sub_self] at h
        exact h
      · filter_upwards [self_mem_nhdsWithin] with R hR
        have hR' : criticalDistance a b < R := hR
        have h6 := pow_lt_pow_left₀ hR' hc.le (by norm_num : 6 ≠ 0)
        rw [hc6] at h6
        apply sub_pos.2
        rw [axialCoupling_sq]
        exact (div_lt_one (hab.trans h6)).2 h6
    refine (hN.pos_mul_atTop (hnum _ hc) (tendsto_inv_nhdsGT_zero.comp hD)).congr ?_
    intro R
    simp only [pairPolarizability, div_eq_mul_inv, Function.comp_apply]
  · intro R hR hlt
    have h6 := pow_lt_pow_left₀ hlt hR.le (by norm_num : 6 ≠ 0)
    rw [hc6] at h6
    apply div_neg_of_pos_of_neg (hnum R hR)
    rw [axialCoupling_sq]
    exact sub_neg.2 ((one_lt_div (pow_pos hR 6)).2 h6)

end

end PolarizabilityCatastrophe
```

Lean reports:

```
Main.lean:67:8: error: Tactic `apply` failed: could not unify the conclusion of `sub_pos.mpr`
  0 < ?m.417 - ?m.418
with the goal
  1 - axialCoupling R ^ 2 * a * b ∈ Set.Ioi 0

Note: The full type of `sub_pos.mpr` is
  ?m.418 < ?m.417 → 0 < ?m.417 - ?m.418

a b : ℝ
ha : 0 < a
hb : 0 < b
hc : 0 < criticalDistance a b
hc6 : criticalDistance a b ^ 6 = 4 * a * b
hab : 0 < 4 * a * b
hnum : ∀ (R : ℝ), 0 < R → 0 < a + b + 2 * axialCoupling R * a * b
hcont : ContinuousAt axialCoupling (criticalDistance a b)
ht : Tendsto axialCoupling (𝓝[>] criticalDistance a b) (𝓝 (axialCoupling (criticalDistance a b)))
hN :
  Tendsto (fun x => a + b + 2 * axialCoupling x * a * b) (𝓝[>] criticalDistance a b)
    (𝓝 (a + b + 2 * axialCoupling (criticalDistance a b) * a * b))
R : ℝ
hR : R ∈ Set.Ioi (criticalDistance a b)
hR' : criticalDistance a b < R
h6 : 4 * a * b < R ^ 6
⊢ 1 - axialCoupling R ^ 2 * a * b ∈ Set.Ioi 0
```

The error comes where the denominator has to be shown positive for R beyond the critical distance. There the goal is not written as an inequality but as membership in `Set.Ioi 0`, the set of numbers greater than 0. By definition this means `0 < 1 - axialCoupling R ^ 2 * a * b`, but `apply sub_pos.2` had to match the goal with `0 < ?m.417 - ?m.418`, whose two terms were still unknown, and Lean did not unify the two forms.

The repair first rewrites with `Set.mem_Ioi`, which turns the membership into the inequality. Then `sub_pos` applies and leaves `axialCoupling R ^ 2 * a * b < 1`, and `axialCoupling_sq` turns the left side into `4 * a * b / R ^ 6`, as the unchanged last line needs. The rewrite with `axialCoupling_sq` was already in the attempt, and moving it onto the same line is mere tidying.

This version goes through:

```diff
@@ -65,6 +65,5 @@
         have h6 := pow_lt_pow_left₀ hR' hc.le (by norm_num : 6 ≠ 0)
         rw [hc6] at h6
-        apply sub_pos.2
-        rw [axialCoupling_sq]
+        rw [Set.mem_Ioi, sub_pos, axialCoupling_sq]
         exact (div_lt_one (hab.trans h6)).2 h6
     refine (hN.pos_mul_atTop (hnum _ hc) (tendsto_inv_nhdsGT_zero.comp hD)).congr ?_
```
